# A point impurity coupling an open channel to an evanescent one blocks transmission exactly when $2q=-v_{22}$

Units are chosen so that $\hbar^2/2m=1$. A particle moves along $x$, its wave function has components in two channels, and a point impurity sits at $x=0$. The open channel has wave number $k$, the closed channel has decay constant $q$, and the wave functions are

$$\psi_1(x)=\begin{cases}e^{ikx}+r\,e^{-ikx}&x<0\\ t\,e^{ikx}&x>0\end{cases}\qquad \psi_2(x)=\begin{cases}c\,e^{qx}&x<0\\ b\,e^{-qx}&x>0.\end{cases}$$

The incoming wave has amplitude 1. The complex numbers $r$ and $t$ are the reflected and transmitted amplitudes, and $c$ and $b$ are the evanescent ones. The impurity is described by real couplings: $v_{11}$ and $v_{22}$ act within the channels, and $v_{12}$ acts between them. Both channels are continuous at 0, and the slopes jump by

$$\psi_1'(0^+)-\psi_1'(0^-)=v_{11}\psi_1(0)+v_{12}\psi_2(0),\qquad \psi_2'(0^+)-\psi_2'(0^-)=v_{12}\psi_1(0)+v_{22}\psi_2(0).$$

```lean
import Mathlib

open Complex

namespace EvanescentModeScattering

noncomputable section
```

In Lean, each exponential is a `wave` defined on the whole line, and the derivative at 0 of the left or right formula gives the one-sided slope.

```lean
/-- The exponential wave `a exp(c x)` on the line, with complex amplitude `a` and exponent `c`. -/
def wave (a c : ℂ) (x : ℝ) : ℂ := a * Complex.exp (c * x)

/-- The open channel to the left of the impurity: a unit incoming wave and a reflected wave. -/
def openLeft (k : ℝ) (r : ℂ) (x : ℝ) : ℂ := wave 1 (I * k) x + wave r (-(I * k)) x

/-- Matching at a point impurity at `x = 0` (units with ħ²/2m = 1): both channels are continuous,
and their derivatives jump by the coupling matrix applied to the wave function at the impurity.
The closed channel has amplitude `c` on the left and `b` on the right. -/
def IsScatteringState (k q v11 v12 v22 : ℝ) (r t b c : ℂ) : Prop :=
  openLeft k r 0 = wave t (I * k) 0 ∧
  wave c q 0 = wave b (-(q : ℂ)) 0 ∧
  deriv (wave t (I * k)) 0 - deriv (openLeft k r) 0
    = v11 * wave t (I * k) 0 + v12 * wave b (-(q : ℂ)) 0 ∧
  deriv (wave b (-(q : ℂ))) 0 - deriv (wave c q) 0
    = v12 * wave t (I * k) 0 + v22 * wave b (-(q : ℂ)) 0
```

`Matched` holds the two linear equations that remain after $r$ and $c$ are eliminated. `IsClosedBoundState` describes the closed channel on its own, and `scatDet` is the determinant $D$ used further down.

```lean
/-- The two linear equations for the transmitted amplitude `t` and the evanescent amplitude `b`. -/
def Matched (k q v11 v12 v22 : ℝ) (t b : ℂ) : Prop :=
  2 * I * k * (t - 1) = v11 * t + v12 * b ∧ -2 * q * b = v12 * t + v22 * b

/-- The uncoupled closed channel has the bound state `exp(-q|x|)`: it decays, and its derivative
jumps by `v22` times its value at the impurity. -/
def IsClosedBoundState (q v22 : ℝ) : Prop :=
  0 < q ∧ deriv (wave 1 (-(q : ℂ))) 0 - deriv (wave 1 q) 0 = v22 * wave 1 (-(q : ℂ)) 0

/-- The determinant of the matching equations, up to sign. -/
def scatDet (k q v11 v12 v22 : ℝ) : ℂ :=
  2 * I * k * (2 * q + v22) - (v11 * (2 * q + v22) - v12 ^ 2)
```

The exponential forms and the jump conditions are postulated here, not derived from a Schrödinger equation with a delta potential. The numbers $k$ and $q$ are independent parameters; in a wire, both would be fixed by the energy and the thresholds of the two channels.

## The matching conditions at the impurity

The hypothesis `IsScatteringState` says that the amplitudes satisfy the matching conditions. Continuity gives $1+r=t$ and $c=b$. The slopes of the open channel are $ikt$ on the right and $ik(1-r)$ on the left, so their difference is $ik(t-1+r)=2ik(t-1)$. Those of the closed channel are $-qb$ and $qc=qb$, with difference $-2qb$. Hence

$$2ik(t-1)=v_{11}t+v_{12}b,\qquad -2qb=v_{12}t+v_{22}b.$$

The first two lemmas compute the value and slope of a `wave` at 0. The theorem after them substitutes these, and `linear_combination` adds the right multiple of a continuity equation to each jump equation. The equivalence runs both ways, so nothing is lost in passing to `Matched`.

```lean
/-- The value of an exponential wave at the impurity is its amplitude. -/
lemma wave_zero (a c : ℂ) : wave a c 0 = a := by simp [wave]

/-- The slope of an exponential wave at the impurity is amplitude times exponent. -/
lemma hasDerivAt_wave (a c : ℂ) : HasDerivAt (wave a c) (a * c) 0 := by
  have h : HasDerivAt (fun x : ℝ => (x : ℂ)) 1 0 := by
    simpa using (hasDerivAt_id (0 : ℝ)).ofReal_comp
  exact ((h.const_mul c).cexp.const_mul a).congr_deriv (by simp)

/-- The wave-function matching conditions are equivalent to `r = t - 1`, equal evanescent
amplitudes on both sides, and the two linear equations for `t` and `b`. -/
theorem isScatteringState_iff (k q v11 v12 v22 : ℝ) (r t b c : ℂ) :
    IsScatteringState k q v11 v12 v22 r t b c ↔
      r = t - 1 ∧ c = b ∧ Matched k q v11 v12 v22 t b := by
  have hd : deriv (openLeft k r) 0 = 1 * (I * k) + r * (-(I * k)) :=
    ((hasDerivAt_wave 1 (I * k)).fun_add (hasDerivAt_wave r (-(I * k)))).deriv
  have h0 : openLeft k r 0 = 1 + r := by simp only [openLeft, wave_zero]
  unfold IsScatteringState Matched
  rw [hd, h0, (hasDerivAt_wave t _).deriv, (hasDerivAt_wave b _).deriv,
    (hasDerivAt_wave c _).deriv]
  simp only [wave_zero]
  constructor
  · rintro ⟨h1, h2, h3, h4⟩
    exact ⟨by linear_combination h1, h2, by linear_combination h3 - I * k * h1,
      by linear_combination h4 + q * h2⟩
  · rintro ⟨h1, h2, h3, h4⟩
    exact ⟨by linear_combination h1, h2, by linear_combination h3 + I * k * h1,
      by linear_combination h4 - q * h2⟩
```

Both equations are needed to locate the zeros of $t$. Without the closed-channel one, $t=0$ and $b=-2ik/v_{12}$ (for $v_{12}\neq0$) would satisfy the other for every $q$. Without the open-channel one, $t=b=0$ would do the same.

## A nonzero wave number, $k\neq0$

Physically $k>0$: a wave arrives from the left and carries current. The theorem needs only $k\neq0$.

Suppose $t=0$. The open equation becomes $-2ik=v_{12}b$, so $b\neq0$. The closed equation becomes $(2q+v_{22})b=0$, and dividing by $b$ gives $2q=-v_{22}$. Conversely, if $2q=-v_{22}$, the closed equation reduces to $v_{12}t=0$, and $v_{12}\neq0$ gives $t=0$.

`transmission_eq_zero_iff` states this for real $k,q,v_{11},v_{12},v_{22}$ and any complex $t,b$ that satisfy `Matched`. Its proof follows the same steps: `hb` is the claim $b\neq0$, where `hk` is used, and `h4` is the product that must vanish. The last line uses `hv`.

```lean
/-- Transmission zero: with coupled channels and `k ≠ 0`, the transmitted amplitude vanishes exactly
when `2q = -v22`. -/
theorem transmission_eq_zero_iff {k q v11 v12 v22 : ℝ} {t b : ℂ} (hk : k ≠ 0) (hv : v12 ≠ 0)
    (h : Matched k q v11 v12 v22 t b) : t = 0 ↔ 2 * q = -v22 := by
  obtain ⟨h1, h2⟩ := h
  constructor
  · intro ht
    rw [ht] at h1 h2
    -- with `t = 0`, the open-channel equation forces `b` to be non-zero
    have hb : b ≠ 0 := by
      intro hb
      rw [hb] at h1
      have h3 : 2 * I * (k : ℂ) = 0 := by linear_combination -h1
      exact hk (by simpa using h3)
    have h4 : ((2 * q + v22 : ℝ) : ℂ) * b = 0 := by
      push_cast
      linear_combination -h2
    have h5 : 2 * q + v22 = 0 :=
      Complex.ofReal_eq_zero.mp ((mul_eq_zero.mp h4).resolve_right hb)
    linarith
  · intro h
    have hc : 2 * (q : ℂ) = -(v22 : ℂ) := by exact_mod_cast h
    have h3 : (v12 : ℂ) * t = 0 := by linear_combination -h2 - b * hc
    exact (mul_eq_zero.mp h3).resolve_left (Complex.ofReal_ne_zero.mpr hv)
```

It would be a slip to read the result off the closed equation alone, in the form $v_{12}t=-(2q+v_{22})b$. That overlooks the case $b=0$, which only the incoming wave rules out. At $k=0$ the slip becomes an actual failure: $t=b=0$ solves both equations for every $q$.

## A decaying closed channel, $q>0$

The sign of $q$ makes the closed channel evanescent. The algebra above never uses it; the interpretation does. Without coupling, the function $e^{-q|x|}$, or $\sqrt q\,e^{-q|x|}$ when normalised, has slope jump $-2q$ and value 1 at the impurity (before normalisation). It therefore meets the jump condition exactly when $-2q=v_{22}$, which for $q>0$ requires an attractive $v_{22}<0$.

So transmission vanishes exactly when the uncoupled closed channel has a bound state with decay constant $q$. The proof rewrites $t=0$ by the previous theorem, evaluates the slopes, and compares two forms of one equation; `hq` supplies the decay condition in `IsClosedBoundState`.

```lean
/-- For a scattering state with coupled channels, `k ≠ 0` and `q > 0`, transmission vanishes exactly
when the uncoupled closed channel has a bound state with decay constant `q`. -/
theorem transmission_zero_iff_boundState {k q v11 v12 v22 : ℝ} {r t b c : ℂ} (hk : k ≠ 0)
    (hq : 0 < q) (hv : v12 ≠ 0) (h : IsScatteringState k q v11 v12 v22 r t b c) :
    t = 0 ↔ IsClosedBoundState q v22 := by
  rw [transmission_eq_zero_iff hk hv ((isScatteringState_iff ..).mp h).2.2]
  unfold IsClosedBoundState
  rw [(hasDerivAt_wave 1 _).deriv, (hasDerivAt_wave 1 _).deriv, wave_zero]
  constructor
  · intro h
    have hc : 2 * (q : ℂ) = -(v22 : ℂ) := by exact_mod_cast h
    exact ⟨hq, by linear_combination -hc⟩
  · rintro ⟨_, h⟩
    have hc : 2 * (q : ℂ) = -(v22 : ℂ) := by linear_combination -h
    exact_mod_cast hc
```

If $q<0$, the zero at $2q=-v_{22}$ is still there, but the closed-channel wave grows away from the impurity and there is no bound state.

For quantum transport this means that, in this non-interacting model with one open and one closed channel, an impurity that couples the channels and is attractive in the closed one can reflect an incoming electron completely, although the electron arrives in an open channel.

## Coupling between the channels, $v_{12}\neq0$

This condition says that the impurity mixes the channels. It was used above to pass from $v_{12}t=0$ to $t=0$. If $v_{12}=0$, setting $t=0$ in the open equation would give $-2ik=0$, so transmission never vanishes, even at $2q=-v_{22}$.

```lean
/-- Without coupling between the channels, and with `k ≠ 0`, the transmitted amplitude never
vanishes. -/
theorem transmission_ne_zero_of_uncoupled {k q v11 v22 : ℝ} {t b : ℂ} (hk : k ≠ 0)
    (h : Matched k q v11 0 v22 t b) : t ≠ 0 := by
  intro ht
  have h1 := h.1
  rw [ht, Complex.ofReal_zero] at h1
  have h3 : 2 * I * (k : ℂ) = 0 := by linear_combination -h1
  exact hk (by simpa using h3)
```

For $k\neq0$, coupling also guarantees that the amplitudes exist and are unique. Write $s=2q+v_{22}$. The equations are

$$(2ik-v_{11})t-v_{12}b=2ik,\qquad v_{12}t+sb=0.$$

Adding $s$ times the first to $v_{12}$ times the second eliminates $b$. Subtracting $v_{12}$ times the first from $(2ik-v_{11})$ times the second eliminates $t$. With $D=2iks-(v_{11}s-v_{12}^2)$ the results are

$$Dt=2iks,\qquad Db=-2ikv_{12},\qquad |D|^2=(2ks)^2+(v_{11}s-v_{12}^2)^2.$$

If $D=0$, both squares vanish. Then $k\neq0$ gives $s=0$, and the second square becomes $v_{12}^4=0$, a contradiction. The next two lemmas carry out this argument. `matched_iff` then clears the denominators and uses the two eliminations; for the converse it multiplies the matching equations by $D$ and cancels it.

```lean
/-- The squared modulus of the matching determinant. -/
lemma normSq_scatDet (k q v11 v12 v22 : ℝ) : normSq (scatDet k q v11 v12 v22) =
    (2 * k * (2 * q + v22)) ^ 2 + (v11 * (2 * q + v22) - v12 ^ 2) ^ 2 := by
  have h : scatDet k q v11 v12 v22 = ((-(v11 * (2 * q + v22) - v12 ^ 2) : ℝ) : ℂ)
      + ((2 * k * (2 * q + v22) : ℝ) : ℂ) * I := by
    unfold scatDet
    push_cast
    ring
  rw [h, Complex.normSq_add_mul_I]
  ring

/-- With coupled channels and `k ≠ 0` the matching determinant does not vanish. -/
lemma scatDet_ne_zero {k q v11 v12 v22 : ℝ} (hk : k ≠ 0) (hv : v12 ≠ 0) :
    scatDet k q v11 v12 v22 ≠ 0 := by
  intro h
  have hn := normSq_scatDet k q v11 v12 v22
  rw [h, map_zero] at hn
  have h1 : 2 * k * (2 * q + v22) = 0 := by
    apply pow_eq_zero_iff (two_ne_zero) |>.mp
    nlinarith [sq_nonneg (2 * k * (2 * q + v22)), sq_nonneg (v11 * (2 * q + v22) - v12 ^ 2)]
  have hs : 2 * q + v22 = 0 := (mul_eq_zero.mp h1).resolve_left (mul_ne_zero two_ne_zero hk)
  rw [hs] at hn
  have h4 : 0 < (v12 ^ 2) ^ 2 := by positivity
  nlinarith

/-- With coupled channels and `k ≠ 0` the matching equations have exactly one solution, given
explicitly. -/
theorem matched_iff {k q v11 v12 v22 : ℝ} {t b : ℂ} (hk : k ≠ 0) (hv : v12 ≠ 0) :
    Matched k q v11 v12 v22 t b ↔
      t = 2 * I * k * (2 * q + v22) / scatDet k q v11 v12 v22 ∧
      b = -2 * I * k * v12 / scatDet k q v11 v12 v22 := by
  have hD := scatDet_ne_zero (q := q) (v11 := v11) (v22 := v22) hk hv
  rw [eq_div_iff hD, eq_div_iff hD]
  constructor
  · rintro ⟨h1, h2⟩
    unfold scatDet
    exact ⟨by linear_combination (2 * q + v22) * h1 - v12 * h2,
      by linear_combination -(2 * I * k - v11) * h2 - v12 * h1⟩
  · rintro ⟨ht, hb⟩
    constructor <;> apply mul_right_cancel₀ hD <;> unfold scatDet at ht hb ⊢
    · linear_combination (2 * I * k - v11) * ht - v12 * hb
    · linear_combination -(2 * q + v22) * hb - v12 * ht
```

Without coupling, $s=0$ would make $D=0$ and leave $b$ undetermined: any amount of the bound state could be added.

Taking squared moduli gives the transmission probability

$$|t|^2=\frac{(2ks)^2}{(2ks)^2+(v_{11}s-v_{12}^2)^2}.$$

```lean
/-- The transmission probability as a function of `k`, `q` and the impurity couplings, for coupled
channels and `k ≠ 0`. -/
theorem transmission_probability {k q v11 v12 v22 : ℝ} {t b : ℂ} (hk : k ≠ 0) (hv : v12 ≠ 0)
    (h : Matched k q v11 v12 v22 t b) :
    normSq t = (2 * k * (2 * q + v22)) ^ 2 /
      ((2 * k * (2 * q + v22)) ^ 2 + (v11 * (2 * q + v22) - v12 ^ 2) ^ 2) := by
  have hn : 2 * I * (k : ℂ) * (2 * q + v22)
      = ((0 : ℝ) : ℂ) + ((2 * k * (2 * q + v22) : ℝ) : ℂ) * I := by
    push_cast
    ring
  rw [((matched_iff hk hv).mp h).1, map_div₀, normSq_scatDet, hn, Complex.normSq_add_mul_I]
  congr 1
  ring
```

Since $r=t-1$, multiplication by $D$ gives $Dr=2iks-D=v_{11}s-v_{12}^2$. Reflection therefore vanishes exactly when $v_{11}s=v_{12}^2$. In the proof, `key` is this identity, and $D\neq0$ lets it be read in both directions.

```lean
/-- With coupled channels and `k ≠ 0`, reflection vanishes exactly when `v11 (2q + v22) = v12²`. -/
theorem reflection_eq_zero_iff {k q v11 v12 v22 : ℝ} {r t b c : ℂ} (hk : k ≠ 0) (hv : v12 ≠ 0)
    (h : IsScatteringState k q v11 v12 v22 r t b c) :
    r = 0 ↔ v11 * (2 * q + v22) = v12 ^ 2 := by
  obtain ⟨hr, _, hm⟩ := (isScatteringState_iff ..).mp h
  have hD := scatDet_ne_zero (q := q) (v11 := v11) (v22 := v22) hk hv
  have ht := (eq_div_iff hD).mp ((matched_iff hk hv).mp hm).1
  have key : r * scatDet k q v11 v12 v22 = ((v11 * (2 * q + v22) - v12 ^ 2 : ℝ) : ℂ) := by
    rw [hr]
    unfold scatDet at ht ⊢
    push_cast
    linear_combination ht
  constructor
  · intro h0
    rw [h0, zero_mul] at key
    exact sub_eq_zero.mp (Complex.ofReal_eq_zero.mp key.symm)
  · intro h0
    rw [h0, sub_self, Complex.ofReal_zero] at key
    exact (mul_eq_zero.mp key).resolve_right hD
```

## Real and symmetric couplings

Real $v_{11},v_{22}$ and the same real $v_{12}$ in both equations describe an impurity that neither absorbs nor emits particles. Lean fixes this through the types: the couplings are real numbers, and a single `v12` appears twice.

Multiply the open equation by $\bar t$ and the closed one by $\bar b$, and take imaginary parts:

$$2k(|t|^2-\operatorname{Re}t)=v_{12}\operatorname{Im}(b\bar t),\qquad 0=v_{12}\operatorname{Im}(t\bar b).$$

The two right-hand sides are opposite, so their sum is zero, and $k\neq0$ gives $|t|^2=\operatorname{Re}t$. Then

$$|r|^2+|t|^2=|t-1|^2+|t|^2=1+2(|t|^2-\operatorname{Re}t)=1.$$

The proof splits the matching equations into real and imaginary parts, and `key` is the combination just described. Neither $v_{12}\neq0$ nor $q>0$ is needed.

```lean
/-- Flux conservation: for `k ≠ 0`, reflection and transmission probabilities in the open channel
add to one. -/
theorem flux_conservation {k q v11 v12 v22 : ℝ} {r t b c : ℂ} (hk : k ≠ 0)
    (h : IsScatteringState k q v11 v12 v22 r t b c) : normSq r + normSq t = 1 := by
  obtain ⟨hr, _, h1, h2⟩ := (isScatteringState_iff ..).mp h
  have h1r := congrArg Complex.re h1
  have h1i := congrArg Complex.im h1
  have h2r := congrArg Complex.re h2
  have h2i := congrArg Complex.im h2
  simp at h1r h1i h2r h2i
  -- the matching equations combine to k (|t|² - Re t) = 0
  have key : k * (t.re ^ 2 + t.im ^ 2 - t.re) = 0 := by
    linear_combination (t.re * h1i - t.im * h1r - b.im * h2r + b.re * h2i) / 2
  have h3 := (mul_eq_zero.mp key).resolve_left hk
  rw [hr, Complex.normSq_apply, Complex.normSq_apply, Complex.sub_re, Complex.sub_im,
    Complex.one_re, Complex.one_im]
  linear_combination 2 * h3

end

end EvanescentModeScattering
```

If $v_{11}$ had an imaginary part, the same computation would give $|r|^2+|t|^2=1+\operatorname{Im}(v_{11})\,|t|^2/k$, so for $k>0$ a negative imaginary part would model absorption at the impurity.

```lean
#print axioms EvanescentModeScattering.transmission_zero_iff_boundState
-- 'EvanescentModeScattering.transmission_zero_iff_boundState' depends on axioms: [propext, Classical.choice, Quot.sound]
#print axioms EvanescentModeScattering.transmission_probability
-- 'EvanescentModeScattering.transmission_probability' depends on axioms: [propext, Classical.choice, Quot.sound]
#print axioms EvanescentModeScattering.reflection_eq_zero_iff
-- 'EvanescentModeScattering.reflection_eq_zero_iff' depends on axioms: [propext, Classical.choice, Quot.sound]
#print axioms EvanescentModeScattering.flux_conservation
-- 'EvanescentModeScattering.flux_conservation' depends on axioms: [propext, Classical.choice, Quot.sound]
```
